# Real gamma matrices with real chiral spinors exist in 8k+2 spacetime dimensions

A Majorana-Weyl spinor is real, in a basis where the gamma matrices are real, and also has definite chirality. In which even dimensions d can both hold? For gammas of the usual size 2^(d/2) the answer is d = 8k+2. Existence in these dimensions is proved here, the converse only as far as d ≡ 2 mod 4. The metric here is diag(−1, 1, …, 1), and indices run from 0 to d−1. Write

Γₙ = γ₀γ₁⋯γₙ₋₁, Γ = Γ_d.

This Γ is the bare product, without the factor i that textbooks often insert in four dimensions.

```lean
import Mathlib

open Matrix
open scoped Kronecker

namespace RealGammas

/-- The first `d` members of the sequence `γ` are Lorentzian gammas: they anticommute,
`γ 0` squares to `-1` and the others square to `1`. -/
structure LorentzGammas {R : Type*} [Ring R] (d : ℕ) (γ : ℕ → R) : Prop where
  time : γ 0 * γ 0 = -1
  space : ∀ i, 0 < i → i < d → γ i * γ i = 1
  anti : ∀ i j, i < d → j < d → i ≠ j → γ i * γ j = -(γ j * γ i)
```

For d > 0, `LorentzGammas d γ` is the statement that the first d members of a sequence obey the Clifford relations. They may lie in any ring `R`, so matrices are only one case.

```lean
/-- The ordered product `γ 0 * γ 1 * ⋯` of the first `n` gammas. -/
def chirality {R : Type*} [Ring R] (γ : ℕ → R) : ℕ → R
  | 0 => 1
  | n + 1 => chirality γ n * γ n
```

`chirality γ n` is Γₙ, built one factor at a time from Γ₀ = 1.

```lean
section Algebra

variable {R : Type*} [Ring R] {d : ℕ} {γ : ℕ → R}

/-- Moving a gamma through the product of `n` gammas that all precede it
costs one sign per factor. -/
theorem gamma_mul_product (h : LorentzGammas d γ) {i : ℕ} (hi : i < d) (n : ℕ) (hn : n ≤ i) :
    γ i * chirality γ n = (-1 : ℤ) ^ n • (chirality γ n * γ i) := by
  induction n with
  | zero => simp [chirality]
  | succ n ih =>
    rw [chirality, ← mul_assoc, ih (by omega), smul_mul_assoc, mul_assoc _ (γ i) (γ n),
      h.anti i n hi (by omega) (by omega)]
    simp only [pow_succ, mul_neg, mul_one, neg_smul, smul_neg, mul_assoc]
```

For n ≤ i < d, γᵢ passes n different gammas, so γᵢΓₙ = (−1)ⁿΓₙγᵢ. The `induction` adds one factor:

γᵢΓₙγₙ = (−1)ⁿΓₙγᵢγₙ = (−1)ⁿ⁺¹Γₙγₙγᵢ.

```lean
/-- In even dimension every gamma anticommutes with the product of all gammas. -/
theorem gamma_anticomm_chirality (h : LorentzGammas d γ) (he : Even d) {i : ℕ} (hi : i < d) :
    γ i * chirality γ d = -(chirality γ d * γ i) := by
  -- the factor equal to `γ i` itself gives no sign
  have key : ∀ n, i < n → n ≤ d →
      γ i * chirality γ n = (-1 : ℤ) ^ (n + 1) • (chirality γ n * γ i) := by
    intro n
    induction n with
    | zero => intro h0; omega
    | succ n ih =>
      intro h1 h2
      rcases (by omega : i < n ∨ i = n) with h3 | rfl
      · rw [chirality, ← mul_assoc, ih h3 (by omega), smul_mul_assoc,
          mul_assoc _ (γ i) (γ n), h.anti i n hi (by omega) (by omega)]
        simp only [pow_succ, mul_neg, mul_one, neg_smul, smul_neg, mul_assoc]
      · rw [chirality, ← mul_assoc, gamma_mul_product h hi _ le_rfl, smul_mul_assoc]
        simp only [pow_succ, mul_neg, mul_one, neg_neg]
  rw [key d hi le_rfl, he.add_one.neg_one_pow, neg_smul, one_smul]
```

If γᵢ is itself among the n factors, it passes one of them without a sign. That leaves n−1 signs, written (−1)ⁿ⁺¹ in `key`. For n = d even, γᵢΓ = −Γγᵢ.

```lean
/-- The product of the first `2(m+1)` gammas squares to `(-1)^m`. -/
theorem chirality_sq (h : LorentzGammas d γ) (m : ℕ) (hm : 2 * (m + 1) ≤ d) :
    chirality γ (2 * (m + 1)) * chirality γ (2 * (m + 1)) = (-1 : ℤ) ^ m • (1 : R) := by
  -- effect of one more gamma on the square
  have step : ∀ n, n < d → chirality γ (n + 1) * chirality γ (n + 1) =
      (-1 : ℤ) ^ n • (chirality γ n * chirality γ n * (γ n * γ n)) := by
    intro n hn
    calc chirality γ (n + 1) * chirality γ (n + 1)
        = chirality γ n * (γ n * chirality γ n) * γ n := by simp only [chirality, mul_assoc]
      _ = _ := by
        rw [gamma_mul_product h hn n le_rfl]
        simp only [mul_smul_comm, smul_mul_assoc, mul_assoc]
  induction m with
  | zero =>
    have a : chirality γ 1 * chirality γ 1 = -1 := by
      rw [show chirality γ 1 = γ 0 from one_mul _]
      exact h.time
    have b := step 1 (by omega)
    rw [a, h.space 1 one_pos (by omega)] at b
    simpa using b
  | succ m ih =>
    have b := step (2 * (m + 1) + 1) (by omega)
    rw [step (2 * (m + 1)) (by omega), ih (by omega), h.space _ (by omega) (by omega),
      h.space _ (by omega) (by omega), pow_succ (-1 : ℤ) (2 * (m + 1)),
      (even_two_mul (m + 1)).neg_one_pow] at b
    rw [show 2 * (m + 1 + 1) = 2 * (m + 1) + 1 + 1 by ring, b, pow_succ (-1 : ℤ) m]
    simp
```

The local lemma `step` is

Γₙ₊₁² = Γₙ(γₙΓₙ)γₙ = (−1)ⁿΓₙ²γₙ².

From Γ₁² = −1 it gives Γ₂² = 1. Each further pair of gammas contributes (−1)ⁿ(−1)ⁿ⁺¹ = −1, so Γ² = (−1)ᵐ for d = 2(m+1).

```lean
/-- For even `d > 0`, in a ring where `-1 ≠ 1`, the product of all `d` Lorentzian gammas
squares to `1` exactly when `d` is `2` modulo `4`. -/
theorem chirality_sq_eq_one_iff (h : LorentzGammas d γ) (hd : 0 < d) (he : Even d)
    (h1 : (-1 : R) ≠ 1) : chirality γ d * chirality γ d = 1 ↔ d % 4 = 2 := by
  obtain ⟨m, rfl⟩ : ∃ m, d = 2 * (m + 1) := by
    obtain ⟨r, hr⟩ := he
    exact ⟨r - 1, by omega⟩
  rw [chirality_sq h m le_rfl]
  rcases Nat.even_or_odd m with hm | hm
  · rw [hm.neg_one_pow, one_smul]
    obtain ⟨r, hr⟩ := hm
    exact ⟨fun _ => by omega, fun _ => rfl⟩
  · rw [hm.neg_one_pow, neg_smul, one_smul]
    obtain ⟨r, hr⟩ := hm
    exact ⟨fun h' => absurd h' h1, fun h' => absurd h' (by omega)⟩

end Algebra
```

Thus Γ² = 1 exactly when m is even, which means d ≡ 2 mod 4. The hypothesis `h1` keeps the two signs distinct.

```lean
/-- Labels of four real 2×2 matrices. -/
inductive Letter
  | I | X | Z | E
  deriving DecidableEq
```

Four letters will label the building blocks of larger matrices.

```lean
/-- The identity, the two real Pauli matrices, and the real antisymmetric matrix `E`. -/
def Letter.mat : Letter → Matrix (Fin 2) (Fin 2) ℝ
  | .I => 1
  | .X => !![0, 1; 1, 0]
  | .Z => !![1, 0; 0, -1]
  | .E => !![0, 1; -1, 0]
```

They stand for the 2×2 identity, σₓ, σ_z and E = iσ_y, all real.

```lean
/-- The sign of the square of a letter. -/
def Letter.sqSign (p : Letter) : ℤ := if p = .E then -1 else 1
```

Only E squares to −1.

```lean
/-- The sign picked up when two letters are exchanged. -/
def Letter.swapSign (p q : Letter) : ℤ := if p = .I ∨ q = .I ∨ p = q then 1 else -1
```

Two letters anticommute if they differ and neither is I; otherwise they commute.

```lean
/-- The four tensor factors of the real 16×16 gammas; number 8 is the ninth matrix. -/
def word : ℕ → Letter × Letter × Letter × Letter
  | 0 => (.E, .X, .E, .X)
  | 1 => (.E, .X, .E, .Z)
  | 2 => (.E, .X, .I, .E)
  | 3 => (.E, .Z, .X, .E)
  | 4 => (.E, .Z, .Z, .E)
  | 5 => (.E, .Z, .E, .I)
  | 6 => (.E, .E, .I, .I)
  | 7 => (.X, .I, .I, .I)
  | _ => (.Z, .I, .I, .I)
```

Each row lists four tensor factors.

```lean
/-- The sixteen index values of a fourfold tensor product of two-component columns. -/
abbrev Bits := Fin 2 × Fin 2 × Fin 2 × Fin 2
```

Four two-valued indices label 16 components.

```lean
/-- The real 16×16 matrix with the tensor factors listed in `word i`. -/
def euclid (i : ℕ) : Matrix Bits Bits ℝ :=
  (word i).1.mat ⊗ₖ ((word i).2.1.mat ⊗ₖ ((word i).2.2.1.mat ⊗ₖ (word i).2.2.2.mat))
```

`euclid i` is the Kronecker product of row i. Call it eᵢ for i < 8, and call the ninth matrix ω.

```lean
set_option maxRecDepth 8000 in
/-- The nine real 16×16 matrices `euclid 0, …, euclid 8` square to `1` and anticommute. -/
theorem nine_real_gammas : (∀ i < 9, euclid i * euclid i = 1) ∧
    ∀ i < 9, ∀ j < 9, i ≠ j → euclid i * euclid j = -(euclid j * euclid i) := by
  have sq : ∀ p : Letter, p.mat * p.mat = (p.sqSign : ℝ) • (1 : Matrix (Fin 2) (Fin 2) ℝ) := by
    intro p
    cases p <;> ext i j <;> fin_cases i <;> fin_cases j <;>
      simp [Letter.mat, Letter.sqSign, Matrix.mul_apply, Fin.sum_univ_two]
  have sw : ∀ p q : Letter, p.mat * q.mat = (p.swapSign q : ℝ) • (q.mat * p.mat) := by
    intro p q
    cases p <;> cases q <;> ext i j <;> fin_cases i <;> fin_cases j <;>
      simp [Letter.mat, Letter.swapSign, Matrix.mul_apply, Fin.sum_univ_two]
  have one : ∀ (c : ℝ) (M : Matrix Bits Bits ℝ), c = 1 → c • M = M := by
    intro c M hc
    rw [hc, one_smul]
  have neg : ∀ (c : ℝ) (M : Matrix Bits Bits ℝ), c = -1 → c • M = -M := by
    intro c M hc
    rw [hc, neg_smul, one_smul]
  constructor
  · intro i hi
    have hs : ∀ i < 9, (word i).1.sqSign * (word i).2.1.sqSign * (word i).2.2.1.sqSign *
        (word i).2.2.2.sqSign = 1 := by decide
    have hc := congrArg (Int.cast : ℤ → ℝ) (hs i hi)
    push_cast at hc
    simp only [euclid, ← Matrix.mul_kronecker_mul, sq, Matrix.smul_kronecker,
      Matrix.kronecker_smul, Matrix.one_kronecker_one, smul_smul]
    apply one
    linear_combination hc
  · intro i hi j hj hij
    have hs : ∀ i < 9, ∀ j < 9, i ≠ j → (word i).1.swapSign (word j).1 *
        (word i).2.1.swapSign (word j).2.1 * (word i).2.2.1.swapSign (word j).2.2.1 *
        (word i).2.2.2.swapSign (word j).2.2.2 = -1 := by decide
    have hc := congrArg (Int.cast : ℤ → ℝ) (hs i hi j hj hij)
    push_cast at hc
    simp only [euclid, ← Matrix.mul_kronecker_mul]
    rw [sw (word i).1 (word j).1, sw (word i).2.1 (word j).2.1,
      sw (word i).2.2.1 (word j).2.2.1, sw (word i).2.2.2 (word j).2.2.2]
    simp only [Matrix.smul_kronecker, Matrix.kronecker_smul, smul_smul]
    apply neg
    linear_combination hc
```

Since (A⊗B)(C⊗D) = AC⊗BD, signs multiply across the four places. Rows 0–6 contain two E's and rows 7 and 8 none, so every square is 1.

Two rows anticommute if an odd number of places clash:

- Rows 7 and 8 clash with each other and with all the others in the first place only.
- Row 6 clashes with rows 0–5 in the second place only.
- Rows 0–2 clash with rows 3–5 in the second place, and in zero or two of the last two places.
- Within rows 0–2, and within rows 3–5, each pair clashes once.

Lean checks these sign tables with `decide`.

```lean
/-- Eight more gammas: the old ones are tensored with the ninth 16×16 matrix,
the new ones are the other eight tensored with the identity. -/
def extend {n : Type*} [DecidableEq n] (d : ℕ) (γ : ℕ → Matrix n n ℝ) (i : ℕ) :
    Matrix (n × Bits) (n × Bits) ℝ :=
  if i < d then γ i ⊗ₖ euclid 8 else 1 ⊗ₖ euclid (i - d)
```

The old gammas become γᵢ⊗ω, and the eight new ones are 1⊗eⱼ, with index d+j.

```lean
/-- From real Lorentzian gammas in dimension `d > 0`, `extend` makes real Lorentzian gammas
in dimension `d + 8`, with matrices sixteen times as large. -/
theorem extend_gammas {n : Type*} [Fintype n] [DecidableEq n] {d : ℕ} {γ : ℕ → Matrix n n ℝ}
    (h : LorentzGammas d γ) (hd : 0 < d) : LorentzGammas (d + 8) (extend d γ) := by
  obtain ⟨sq, anti⟩ := nine_real_gammas
  have nk : ∀ (A : Matrix n n ℝ) (B : Matrix Bits Bits ℝ), (-A) ⊗ₖ B = -(A ⊗ₖ B) := by
    intro A B
    ext a b
    simp [Matrix.kroneckerMap_apply]
  have kn : ∀ (A : Matrix n n ℝ) (B : Matrix Bits Bits ℝ), A ⊗ₖ (-B) = -(A ⊗ₖ B) := by
    intro A B
    ext a b
    simp [Matrix.kroneckerMap_apply]
  refine ⟨?_, ?_, ?_⟩
  · simp only [extend, if_pos hd, ← Matrix.mul_kronecker_mul]
    rw [h.time, sq 8 (by omega), nk, Matrix.one_kronecker_one]
  · intro i h0 hi
    by_cases h1 : i < d
    · simp only [extend, if_pos h1, ← Matrix.mul_kronecker_mul]
      rw [h.space i h0 h1, sq 8 (by omega), Matrix.one_kronecker_one]
    · simp only [extend, if_neg h1, ← Matrix.mul_kronecker_mul]
      rw [sq (i - d) (by omega), mul_one, Matrix.one_kronecker_one]
  · intro i j hi hj hij
    by_cases h1 : i < d <;> by_cases h2 : j < d
    · simp only [extend, if_pos h1, if_pos h2, ← Matrix.mul_kronecker_mul]
      rw [h.anti i j h1 h2 hij, nk]
    · simp only [extend, if_pos h1, if_neg h2, ← Matrix.mul_kronecker_mul, mul_one, one_mul]
      rw [anti 8 (by omega) (j - d) (by omega) (by omega), kn]
    · simp only [extend, if_neg h1, if_pos h2, ← Matrix.mul_kronecker_mul, mul_one, one_mul]
      rw [anti (i - d) (by omega) 8 (by omega) (by omega), kn]
    · simp only [extend, if_neg h1, if_neg h2, ← Matrix.mul_kronecker_mul]
      rw [anti (i - d) (by omega) (j - d) (by omega) (by omega), kn]
```

The squares are γᵢ²⊗1 and 1⊗1. Two old gammas anticommute through their first factors, two new ones through their second. For a mixed pair,

(γᵢ⊗ω)(1⊗eⱼ) = γᵢ⊗ωeⱼ = −γᵢ⊗eⱼω = −(1⊗eⱼ)(γᵢ⊗ω).

The proof splits into these same cases.

```lean
/-- Two explicit real 2×2 matrices are Lorentzian gammas in dimension two. -/
theorem two_dim_witness : LorentzGammas 2
    (fun i => if i = 0 then !![0, 1; -1, 0] else (!![0, 1; 1, 0] : Matrix (Fin 2) (Fin 2) ℝ)) := by
  refine ⟨?_, ?_, ?_⟩
  · ext a b
    fin_cases a <;> fin_cases b <;> simp [Matrix.mul_apply, Fin.sum_univ_two]
  · intro i h0 _
    simp only [if_neg h0.ne']
    ext a b
    fin_cases a <;> fin_cases b <;> simp [Matrix.mul_apply, Fin.sum_univ_two]
  · intro i j hi hj hij
    rcases (by omega : (i = 0 ∧ j = 1) ∨ (i = 1 ∧ j = 0)) with ⟨rfl, rfl⟩ | ⟨rfl, rfl⟩ <;>
      ext a b <;> fin_cases a <;> fin_cases b <;> simp [Matrix.mul_apply, Fin.sum_univ_two]
```

With matrix rows separated by semicolons, this smallest case is

γ₀ = (0 1; −1 0), γ₁ = (0 1; 1 0)
γ₀γ₁ = (1 0; 0 −1) = −γ₁γ₀.

So Γ = diag(1, −1), and the real columns (1, 0) and (0, 1) have chirality +1 and −1.

```lean
/-- In dimension `8k+2` there are real Lorentzian gammas of size `2^(4k+1)`. -/
theorem exists_real_gammas (k : ℕ) :
    ∃ γ : ℕ → Matrix (Fin (2 ^ (4 * k + 1))) (Fin (2 ^ (4 * k + 1))) ℝ,
      LorentzGammas (8 * k + 2) γ := by
  -- renaming the spinor components keeps the relations
  have reindex : ∀ (d N : ℕ) (n : Type) [Fintype n] [DecidableEq n] (e : Fin N ≃ n)
      (γ : ℕ → Matrix n n ℝ), LorentzGammas d γ →
      LorentzGammas d (fun i => (γ i).submatrix e e) := by
    intro d N n _ _ e γ h
    refine ⟨?_, ?_, ?_⟩
    · simp only [Matrix.submatrix_mul_equiv, h.time]
      exact congrArg Neg.neg (Matrix.submatrix_one_equiv e)
    · intro i h0 hi
      simp only [Matrix.submatrix_mul_equiv]
      rw [h.space i h0 hi, Matrix.submatrix_one_equiv]
    · intro i j hi hj hij
      simp only [Matrix.submatrix_mul_equiv]
      exact congrArg (fun M => M.submatrix e e) (h.anti i j hi hj hij)
  induction k with
  | zero =>
    have e : Fin (2 ^ (4 * 0 + 1)) ≃ Fin 2 := Fintype.equivOfCardEq (by simp)
    exact ⟨_, reindex _ _ _ e _ two_dim_witness⟩
  | succ k ih =>
    obtain ⟨γ, h⟩ := ih
    have e : Fin (2 ^ (4 * (k + 1) + 1)) ≃ Fin (2 ^ (4 * k + 1)) × Bits :=
      Fintype.equivOfCardEq (by
        simp only [Bits, Fintype.card_prod, Fintype.card_fin]
        ring)
    rw [show 8 * (k + 1) + 2 = 8 * k + 2 + 8 by ring]
    exact ⟨_, reindex _ _ _ e _ (extend_gammas h (by omega))⟩
```

Induction starts from that pair. Each step adds eight dimensions and multiplies the size by 16, giving 2^(4k+1) = 2^(d/2). `reindex` only relabels components.

```lean
/-- For real Lorentzian gammas of any non-zero size in even dimension `d > 0`, and either
sign `s`, a non-zero real spinor of chirality `s` exists exactly when `d` is `2` modulo `4`. -/
theorem real_chiral_spinor_iff {n : Type*} [Fintype n] [DecidableEq n] [Nonempty n] {d : ℕ}
    {γ : ℕ → Matrix n n ℝ} (h : LorentzGammas d γ) (hd : 0 < d) (he : Even d)
    {s : ℝ} (hs : s * s = 1) :
    (∃ ψ : n → ℝ, ψ ≠ 0 ∧ chirality γ d *ᵥ ψ = s • ψ) ↔ d % 4 = 2 := by
  obtain ⟨a⟩ := ‹Nonempty n›
  have h1 : (-1 : Matrix n n ℝ) ≠ 1 := by
    intro h'
    have h2 := congrFun (congrFun h' a) a
    norm_num [Matrix.neg_apply] at h2
  constructor
  · rintro ⟨ψ, h0, hψ⟩
    by_contra hne
    -- otherwise the chirality squares to `-1`, so the chirality has no real eigenvector
    have hsq : chirality γ d * chirality γ d = -1 := by
      obtain ⟨r, hr⟩ := he
      obtain ⟨m, rfl⟩ : ∃ m, d = 2 * (m + 1) := ⟨r - 1, by omega⟩
      have hm : Odd m := by
        rw [Nat.odd_iff]
        omega
      rw [chirality_sq h m le_rfl, hm.neg_one_pow, neg_smul, one_smul]
    have e : (chirality γ d * chirality γ d) *ᵥ ψ = ψ := by
      rw [← Matrix.mulVec_mulVec, hψ, Matrix.mulVec_smul, hψ, smul_smul, hs, one_smul]
    rw [hsq, Matrix.neg_mulVec, Matrix.one_mulVec] at e
    apply h0
    funext i
    have h3 := congrFun e i
    simp only [Pi.neg_apply] at h3
    show ψ i = 0
    linarith
  · intro h4
    have hsq := (chirality_sq_eq_one_iff h hd he h1).2 h4
    obtain ⟨v, hv0⟩ : ∃ v : n → ℝ, v ≠ 0 :=
      ⟨fun _ => 1, fun h' => one_ne_zero (α := ℝ) (congrFun h' a)⟩
    by_cases hu : chirality γ d *ᵥ v + s • v = 0
    · -- `v` has the opposite chirality, and `γ 0` reverses it
      have hv := eq_neg_of_add_eq_zero_left hu
      have hh : chirality γ d * γ 0 = -(γ 0 * chirality γ d) := by
        rw [gamma_anticomm_chirality h he hd, neg_neg]
      refine ⟨γ 0 *ᵥ v, ?_, ?_⟩
      · intro h0
        have h2 : (γ 0 * γ 0) *ᵥ v = 0 := by
          rw [← Matrix.mulVec_mulVec, h0, Matrix.mulVec_zero]
        rw [h.time, Matrix.neg_mulVec, Matrix.one_mulVec] at h2
        exact hv0 (neg_eq_zero.mp h2)
      · rw [Matrix.mulVec_mulVec, hh, Matrix.neg_mulVec, ← Matrix.mulVec_mulVec, hv,
          Matrix.mulVec_neg, Matrix.mulVec_smul, neg_neg]
    · exact ⟨_, hu, by
        rw [Matrix.mulVec_add, Matrix.mulVec_mulVec, hsq, Matrix.one_mulVec,
          Matrix.mulVec_smul, smul_add, smul_smul, hs, one_smul, add_comm]⟩
```

Here `*ᵥ` applies a matrix to a column, and s = ±1. If Γψ = sψ, then Γ²ψ = ψ. For d ≡ 0 mod 4, Γ² = −1 then forces ψ = 0.

For d ≡ 2 mod 4, take v with all entries 1 and set u = Γv + sv. Then

Γu = v + sΓv = su.

If u = 0, then Γv = −sv, and γ₀v serves instead:

Γγ₀v = −γ₀Γv = sγ₀v.

It is non-zero because γ₀²v = −v.

The matrix size is free here, so d = 6 qualifies too, given real gammas. The familiar condition d ≡ 2 mod 8 comes from also fixing the size at 2^(d/2); that this rules out d ≡ 6 mod 8 is not proved here.

```lean
/-- In dimension `8k+2` there are real Lorentzian gammas of size `2^(4k+1)` whose chirality
squares to `1`, commutes with every product of two gammas, and has non-zero real
eigenspinors for both signs `s`. -/
theorem majorana_weyl (k : ℕ) :
    ∃ γ : ℕ → Matrix (Fin (2 ^ (4 * k + 1))) (Fin (2 ^ (4 * k + 1))) ℝ,
      LorentzGammas (8 * k + 2) γ ∧
      chirality γ (8 * k + 2) * chirality γ (8 * k + 2) = 1 ∧
      (∀ i < 8 * k + 2, ∀ j < 8 * k + 2,
        chirality γ (8 * k + 2) * (γ i * γ j) = γ i * γ j * chirality γ (8 * k + 2)) ∧
      ∀ s : ℝ, s * s = 1 → ∃ ψ : Fin (2 ^ (4 * k + 1)) → ℝ,
        ψ ≠ 0 ∧ chirality γ (8 * k + 2) *ᵥ ψ = s • ψ := by
  obtain ⟨γ, h⟩ := exists_real_gammas k
  have he : Even (8 * k + 2) := ⟨4 * k + 1, by ring⟩
  have : Nonempty (Fin (2 ^ (4 * k + 1))) := ⟨⟨0, by positivity⟩⟩
  refine ⟨γ, h, ?_, ?_, ?_⟩
  · have hm : Even (4 * k) := ⟨2 * k, by ring⟩
    have hsq := chirality_sq h (4 * k) (by omega)
    rw [hm.neg_one_pow, one_smul, show 2 * (4 * k + 1) = 8 * k + 2 by ring] at hsq
    exact hsq
  · -- the two signs from the two gammas cancel
    intro i hi j hj
    rw [mul_assoc (γ i), gamma_anticomm_chirality h he hj, mul_neg, ← mul_assoc (γ i),
      gamma_anticomm_chirality h he hi, neg_mul, neg_neg, mul_assoc]
  · intro s hs
    exact (real_chiral_spinor_iff h (by omega) he hs).2 (by omega)

end RealGammas
```

The final theorem collects the results for d = 8k+2. Γ commutes with γᵢγⱼ because two signs cancel. For i ≠ j these products generate Lorentz transformations of spinors; exponentiating them, to show that finite transformations preserve chirality, is left to the reader.

In the free Dirac equation (γ^μ∂_μ + M)ψ = 0 with mass M, real gammas make the operator real. The derivative term reverses chirality and the mass term keeps it, so a non-zero field of definite chirality can solve this equation only if M = 0. The theorems themselves concern constant matrices and columns, with no fields or dynamics.

```lean
#print axioms RealGammas.real_chiral_spinor_iff
#print axioms RealGammas.majorana_weyl
```

```
'RealGammas.real_chiral_spinor_iff' depends on axioms: [propext, Classical.choice, Quot.sound]
'RealGammas.majorana_weyl' depends on axioms: [propext, Classical.choice, Quot.sound]
```
